# Limit of the Korringa correction over finitely many modes as the exchange parameter rises to one: the total weight of modes with unit response

For a finite set of modes with real weights w_q and responses F_q, the Korringa correction is (1 − a)² ∑ w_q / (1 − a F_q)², where a is the exchange parameter. The theorem says that as a approaches 1 from below, this correction tends to the sum of the weights of those modes with F_q = 1. The weights need not be positive or normalised, and the responses are fixed real numbers, independent of a. The proof takes the limit mode by mode: a term with F_q = 1 keeps its full weight for every a < 1, while any other term is shown to be continuous at a = 1 and to vanish there.

Lean 4 with Mathlib refuses this proof:

```lean
import Mathlib

open Filter Topology Set

namespace KorringaExchange

noncomputable section

variable {ι : Type*} [Fintype ι]

/-- The Korringa correction `(1 - a)² ∑ w_q / (1 - a F_q)²`. -/
def korringaCorrection (w F : ι → ℝ) (a : ℝ) : ℝ :=
  (1 - a) ^ 2 * ∑ q, w q / (1 - a * F q) ^ 2

/-- Enhancement of a mode with response `f`, relative to the uniform enhancement. -/
def modeRatio (f a : ℝ) : ℝ := (1 - a) / (1 - a * f)

/-- The Korringa correction is the weighted sum of the squared relative enhancements. -/
theorem korringaCorrection_eq_sum (w F : ι → ℝ) (a : ℝ) :
    korringaCorrection w F a = ∑ q, w q * modeRatio (F q) a ^ 2 := by
  unfold korringaCorrection modeRatio
  rw [Finset.mul_sum]
  refine Finset.sum_congr rfl fun q _ => ?_
  rw [div_pow]
  ring

private lemma modeRatio_one {a : ℝ} (ha : a < 1) : modeRatio 1 a = 1 := by
  unfold modeRatio
  rw [mul_one]
  exact div_self (by linarith)

/-- As the exchange parameter approaches one from below, the Korringa correction tends to
the total weight of the modes with `F_q = 1`. -/
theorem korringaCorrection_tendsto (w F : ι → ℝ) :
    Tendsto (korringaCorrection w F) (𝓝[<] 1)
      (𝓝 (∑ q, if F q = 1 then w q else 0)) := by
  rw [show korringaCorrection w F = fun a => ∑ q, w q * modeRatio (F q) a ^ 2 from
    funext (korringaCorrection_eq_sum w F)]
  refine tendsto_finset_sum _ fun q _ => ?_
  split_ifs with h
  · -- a mode with F = 1 keeps its full weight
    refine tendsto_const_nhds.congr' ?_
    filter_upwards [self_mem_nhdsWithin] with a ha
    rw [h, modeRatio_one ha]
    ring
  · -- every other mode is continuous at a = 1 and vanishes there
    have hd : 1 - 1 * F q ≠ 0 := fun h0 => h (by linarith)
    have hc : ContinuousAt (fun a : ℝ => w q * modeRatio (F q) a ^ 2) 1 := by
      unfold modeRatio
      exact continuousAt_const.mul
        ((ContinuousAt.div (by fun_prop) (by fun_prop) hd).pow 2)
    have t : Tendsto (fun a : ℝ => w q * modeRatio (F q) a ^ 2) (𝓝[<] 1)
        (𝓝 (w q * modeRatio (F q) 1 ^ 2)) := hc.tendsto.mono_left nhdsWithin_le_nhds
    have e : w q * modeRatio (F q) 1 ^ 2 = 0 := by simp [modeRatio]
    rw [e] at t
    exact t

end

end KorringaExchange
```

The error:

```
Main.lean:39:9: warning: `tendsto_finset_sum` has been deprecated: Use `tendsto_finsetSum` instead
Main.lean:51:31: error: `fun_prop` was unable to prove `ContinuousAt ?m.231 (1 * F q)`

Issues:
```

The error comes from the continuity proof for a mode with F_q ≠ 1. `ContinuousAt.div` needs a numerator, a denominator and a point, and here Lean had to infer them. Because `.pow 2` is applied to the result, the quotient is elaborated before the goal can supply them. The only guide is `hd`, whose left side `1 - 1 * F q` must be read as a function applied to a point. Lean took the point to be `1 * F q`, with subtraction from 1 as the function, where the proof needs the point `1` and the function `1 - a * F q` of `a`. The numerator stayed unknown, the `?m.231` of the message, so `fun_prop` had nothing definite to prove continuous.

The repair states the continuity of numerator and denominator at `1` as `hnum` and `hden`, so `hd` is only checked against a known denominator. The stated type of `hr` identifies the quotient with `modeRatio` by definition, so `unfold modeRatio` is no longer needed.

Replacing `tendsto_finset_sum` by `tendsto_finsetSum` is mere tidying: it answers the deprecation warning and has no part in the error.

The change, after which it compiles:

```diff
@@ -37,5 +37,5 @@
   rw [show korringaCorrection w F = fun a => ∑ q, w q * modeRatio (F q) a ^ 2 from
     funext (korringaCorrection_eq_sum w F)]
-  refine tendsto_finset_sum _ fun q _ => ?_
+  refine tendsto_finsetSum _ fun q _ => ?_
   split_ifs with h
   · -- a mode with F = 1 keeps its full weight
@@ -47,7 +47,8 @@
     have hd : 1 - 1 * F q ≠ 0 := fun h0 => h (by linarith)
     have hc : ContinuousAt (fun a : ℝ => w q * modeRatio (F q) a ^ 2) 1 := by
-      unfold modeRatio
-      exact continuousAt_const.mul
-        ((ContinuousAt.div (by fun_prop) (by fun_prop) hd).pow 2)
+      have hnum : ContinuousAt (fun a : ℝ => 1 - a) 1 := by fun_prop
+      have hden : ContinuousAt (fun a : ℝ => 1 - a * F q) 1 := by fun_prop
+      have hr : ContinuousAt (fun a : ℝ => modeRatio (F q) a) 1 := hnum.div hden hd
+      exact continuousAt_const.mul (hr.pow 2)
     have t : Tendsto (fun a : ℝ => w q * modeRatio (F q) a ^ 2) (𝓝[<] 1)
         (𝓝 (w q * modeRatio (F q) 1 ^ 2)) := hc.tendsto.mono_left nhdsWithin_le_nhds
```
